# The bosonic Matsubara sum $\frac1\beta\sum_n 2w/(\nu_n^2+w^2)$ for a harmonic phonon equals $1+2n_B$ for $\beta>0$, $w>0$

## Can the closed form of the frequency sum be proved without a contour sketch?

If I keep a fixed number of terms of the Matsubara sum for a harmonic phonon and lower the temperature, I lose the zero-point motion. Take $\hbar=k_B=1$, inverse temperature $\beta>0$, mode frequency $w>0$ and bosonic frequencies $\nu_n=2\pi n/\beta$ with integer $n$. Each term $2w/(\nu_n^2+w^2)$ is at most $2/w$, so keeping $|n|\le N$ makes $1/\beta$ times the sum at most $2(2N+1)/(\beta w)$. At fixed cutoff $N$ this goes to zero on cooling, while $1/\beta$ times the full sum, the factor that enters the mean-square displacement, should tend to 1. So $N$ must grow at least in proportion to $\beta$, and as the reference value I use the closed form

$$\frac1\beta\sum_{n\in\mathbb Z}\frac{2w}{\nu_n^2+w^2}=1+\frac{2}{e^{\beta w}-1},$$

which I have only seen argued with a contour whose large arc is waved away. I would like a proof that the series converges, has this value, and agrees with the Boltzmann average over oscillator levels, all machine-checked.

## The cotangent series gives the sum, and geometric series give the thermal average

Yes, for $\beta>0$ and $w>0$. The argument replaces the contour by the partial-fraction series of the cotangent.

### From the pole pair to $\coth(\beta w/2)$

The pole pair at complex frequency $z$ is $D_w(z)=\frac1{z-w}-\frac1{z+w}$. For real $v$ one has $(iv-w)(iv+w)=-(v^2+w^2)$, and the common numerator is $(iv+w)-(iv-w)=2w$, so

$$D_w(iv)=-\frac{2w}{v^2+w^2}.$$

For complex $x$ that is not an integer,

$$\pi\cot(\pi x)-\frac1x=\sum_{n\ge0}\Big(\frac1{x-(n+1)}+\frac1{x+(n+1)}\Big).$$

Put $x=ia$ with $a>0$. Each bracket is $2ia/\big(-(n+1)^2-a^2\big)=-i\cdot 2a/\big((n+1)^2+a^2\big)$. On the left, $\cos(i\pi a)=\cosh(\pi a)$ and $\sin(i\pi a)=i\sinh(\pi a)$ give $\cot(i\pi a)=-i\coth(\pi a)$, and $1/(ia)=-i/a$. Cancelling $-i$,

$$\sum_{n\ge0}\frac{2a}{(n+1)^2+a^2}=\pi\coth(\pi a)-\frac1a .$$

The terms are positive and at most $2a/(n+1)^2$, so the series converges absolutely. The positive and the negative integers each contribute this value and the integer $0$ contributes $2a/a^2=2/a$, so the $1/a$ terms cancel:

$$\sum_{n\in\mathbb Z}\frac{2a}{n^2+a^2}=2\pi\coth(\pi a).$$

Now set $a=\beta w/(2\pi)$. Then $\nu_n^2+w^2=(2\pi/\beta)^2(n^2+a^2)$ and $2w=(2\pi/\beta)\,2a$, so each Matsubara term is $\frac{\beta}{2\pi}\cdot\frac{2a}{n^2+a^2}$ and the sum is $\beta\coth(\beta w/2)$. With the Bose occupation $n_B=1/(e^{\beta w}-1)$ and $E=e^{\beta w/2}$,

$$1+2n_B=\frac{E^2+1}{E^2-1}=\frac{E+E^{-1}}{E-E^{-1}}=\coth\frac{\beta w}2 .$$

Dividing by $\beta$ gives your formula.

The thermal side uses levels $kw$ with $k=0,1,2,\dots$ and $q=e^{-\beta w}<1$. The partition function is $\sum_k q^k=1/(1-q)$ and $\sum_k kq^k=q/(1-q)^2$, so

$$\langle 2k+1\rangle=(1-q)\Big[\frac{2q}{(1-q)^2}+\frac1{1-q}\Big]=1+\frac{2q}{1-q}=1+\frac{2}{e^{\beta w}-1}.$$

Two consequences follow. For finitely many modes $j$ with frequencies $w_j>0$, occupations $n_B(w_j)$ and real weights $g_j$, the Lehmann sum $D(z)=\sum_j g_jD_{w_j}(z)$ obeys $-\frac1\beta\sum_n D(i\nu_n)=\sum_j g_j\,(1+2n_B(w_j))$ by linearity. Since all terms of the single-mode series are positive, the $n=0$ term $2/w$ is a lower bound for the sum, which gives $2/(\beta w)\le 1+2n_B$.

### What the Lean objects stand for

`matsubara β n` is $\nu_n$ with `n : ℤ`, `bose β w` is $n_B$, `phononGreen w z` is $D_w(z)$, and `pairKernel w v` is $2w/(v^2+w^2)$. The function `coth` is defined as $\cosh/\sinh$ on the reals. `lehmannGreen s g w z` is $D(z)$, with `s` a finite set of mode labels; if `s` is empty, the multi-mode statement reads $0=0$. `thermalDisplacement β w` is the quotient of the two Boltzmann sums, with energies counted from the ground level, since the factor $e^{-\beta w/2}$ cancels between numerator and denominator. The hypotheses `0 < β` and `0 < w` stand for positive temperature and a stable mode.

The main theorem `matsubara_sum_pole_pair` says that for such $\beta$ and $w$ the family of terms is `Summable` over $\mathbb Z$, and that `1 / β` times its sum is `1 + 2 / (Real.exp (β * w) - 1)`. `Summable` and `HasSum` mean unconditional convergence over finite subsets of $\mathbb Z$, so neither a symmetric ordering nor a convergence factor $e^{i\nu_n0^+}$ enters. Lean sets $x/0=0$ and gives a divergent `∑'` the value 0, which is why summability is part of the statement, and why at $w=0$ the equation would read $0=1$. `thermalDisplacement_eq` equates the Boltzmann average with the Matsubara side, `hasSum_lehmannGreen` is the multi-mode formula as a sum in $\mathbb C$ with a real value, and `static_term_le` is the lower bound, stated as a non-strict inequality.

The file contains no operators. The pole pair is a definition, with the sign convention in which it is the transform of $-\langle T_\tau A(\tau)A(0)\rangle$, the imaginary-time-ordered correlator of $A=b+b^\dagger$ with $b$ the annihilation operator of the mode. The number $2k+1$ is likewise put in directly as the diagonal element of $A^2$ in level $k$. For mass $m$ the displacement is $A/\sqrt{2mw}$, so its mean square is $(1+2n_B)/(2mw)$, and that prefactor is left out. The weights $g_j$ are free real numbers. They stand for spectral weights such as squared overlaps or couplings, but they are not derived from a Hamiltonian and the theorem puts no condition on their sign. Continuous spectra, damping and anharmonic shifts are not covered.

For finitely many undamped harmonic modes, the result is the exact value against which a truncated Matsubara grid can be compared, and $1+2n_B$ is the factor that enters mean-square displacements. For one harmonic mode, $2/(\beta w)$ times $1/(2mw)$ is the equipartition value $1/(\beta mw^2)$, so the bound says that the quantum mean-square displacement is never below the classical one.

```lean
import Mathlib

open scoped Real
open Complex (I)

namespace PhononPoleSum

noncomputable section

/-- Bosonic Matsubara frequency `ν_n = 2πn/β`. -/
def matsubara (β : ℝ) (n : ℤ) : ℝ := 2 * π * n / β

/-- Bose occupation `1/(exp(βw) - 1)`. -/
def bose (β w : ℝ) : ℝ := 1 / (Real.exp (β * w) - 1)

/-- Hyperbolic cotangent. -/
def coth (x : ℝ) : ℝ := Real.cosh x / Real.sinh x

/-- Phonon pole pair `1/(z - w) - 1/(z + w)` at complex frequency `z`. -/
def phononGreen (w : ℝ) (z : ℂ) : ℂ := 1 / (z - w) - 1 / (z + w)

/-- The Lorentzian kernel `2w/(v² + w²)`. -/
def pairKernel (w v : ℝ) : ℝ := 2 * w / (v ^ 2 + w ^ 2)

/-- Lehmann sum of pole pairs with frequencies `w j` and weights `g j` over the modes in `s`. -/
def lehmannGreen {ι : Type*} (s : Finset ι) (g w : ι → ℝ) (z : ℂ) : ℂ :=
  ∑ j ∈ s, (g j : ℂ) * phononGreen (w j) z

/-- Boltzmann average of `2k + 1` over the levels `k w`, `k = 0, 1, 2, …`. -/
def thermalDisplacement (β w : ℝ) : ℝ :=
  (∑' k : ℕ, (2 * (k : ℝ) + 1) * Real.exp (-(β * (w * k)))) /
    ∑' k : ℕ, Real.exp (-(β * (w * k)))

/-- For `w > 0` and real `v`, the pole pair at `i v` equals `-2w/(v² + w²)`. -/
theorem phononGreen_imag {w : ℝ} (hw : 0 < w) (v : ℝ) :
    phononGreen w (I * v) = -(pairKernel w v : ℂ) := by
  have h1 : I * (v : ℂ) - w ≠ 0 := by
    intro h; have := congrArg Complex.re h; simp at this; linarith
  have h2 : I * (v : ℂ) + w ≠ 0 := by
    intro h; have := congrArg Complex.re h; simp at this; linarith
  have hp : (I * (v : ℂ) - w) * (I * (v : ℂ) + w) = -((v : ℂ) ^ 2 + (w : ℂ) ^ 2) := by
    linear_combination (v : ℂ) ^ 2 * Complex.I_sq
  rw [phononGreen, pairKernel, div_sub_div _ _ h1 h2, hp, div_neg]
  push_cast
  ring

/-- For `a > 0` the sum of `2a/(m² + a²)` over `m ≥ 1` is `π coth(πa) - 1/a`. -/
theorem lorentz_sum_nat {a : ℝ} (ha : 0 < a) :
    HasSum (fun n : ℕ => 2 * a / (((n : ℝ) + 1) ^ 2 + a ^ 2)) (π * coth (π * a) - 1 / a) := by
  -- summability by comparison with 1/m²
  have h0 : Summable (fun n : ℕ => 1 / (n : ℝ) ^ 2) :=
    Real.summable_one_div_nat_pow.mpr one_lt_two
  have h1 : Summable (fun n : ℕ => 2 * a * (1 / ((n : ℝ) + 1) ^ 2)) :=
    (((summable_nat_add_iff 1).mpr h0).mul_left (2 * a)).congr fun n => by simp
  have hb : ∀ n : ℕ, 2 * a / (((n : ℝ) + 1) ^ 2 + a ^ 2) ≤ 2 * a * (1 / ((n : ℝ) + 1) ^ 2) := by
    intro n
    rw [mul_one_div]
    exact div_le_div_of_nonneg_left (by positivity) (by positivity) (by nlinarith [sq_nonneg a])
  have hs : Summable (fun n : ℕ => 2 * a / (((n : ℝ) + 1) ^ 2 + a ^ 2)) :=
    Summable.of_nonneg_of_le (fun n => by positivity) hb h1
  obtain ⟨S, hS⟩ := hs
  -- partial fractions of the cotangent at the imaginary point `a i`
  have hx : ((a : ℂ) * I) ∈ Complex.integerComplement := by
    show ¬ ∃ n : ℤ, (n : ℂ) = (a : ℂ) * I
    rintro ⟨n, hn⟩
    have := congrArg Complex.im hn
    simp at this
    linarith
  have hterm : ∀ n : ℕ, 1 / ((a : ℂ) * I - (n + 1)) + 1 / ((a : ℂ) * I + (n + 1)) =
      -I * ((2 * a / (((n : ℝ) + 1) ^ 2 + a ^ 2) : ℝ) : ℂ) := by
    intro n
    have d1 : (a : ℂ) * I - (n + 1) ≠ 0 := by
      intro h; have := congrArg Complex.im h; simp at this; linarith
    have d2 : (a : ℂ) * I + (n + 1) ≠ 0 := by
      intro h; have := congrArg Complex.im h; simp at this; linarith
    have hp : ((a : ℂ) * I - (n + 1)) * ((a : ℂ) * I + (n + 1)) =
        -(((n : ℂ) + 1) ^ 2 + (a : ℂ) ^ 2) := by
      linear_combination (a : ℂ) ^ 2 * Complex.I_sq
    rw [div_add_div _ _ d1 d2, hp, div_neg]
    push_cast
    ring
  have hc : HasSum (fun n : ℕ => ((2 * a / (((n : ℝ) + 1) ^ 2 + a ^ 2) : ℝ) : ℂ)) (S : ℂ) :=
    Complex.ofRealCLM.hasSum hS
  have h := (cot_series_rep' hx).trans ((tsum_congr hterm).trans (hc.mul_left (-I)).tsum_eq)
  rw [Complex.cot_eq_cos_div_sin, ← mul_assoc, Complex.cos_mul_I, Complex.sin_mul_I] at h
  have hval : S = π * coth (π * a) - 1 / a := by
    apply Complex.ofReal_injective
    rw [coth]
    push_cast
    simp only [div_eq_mul_inv, mul_inv, Complex.inv_I] at h ⊢
    apply mul_left_cancel₀ (neg_ne_zero.mpr Complex.I_ne_zero)
    linear_combination -h
  rw [← hval]
  exact hS

/-- For `a > 0` the sum of `2a/(n² + a²)` over all integers `n` is `2π coth(πa)`. -/
theorem lorentz_sum_int {a : ℝ} (ha : 0 < a) :
    HasSum (fun n : ℤ => 2 * a / ((n : ℝ) ^ 2 + a ^ 2)) (2 * π * coth (π * a)) := by
  have h := lorentz_sum_nat ha
  have h0 : HasSum (fun n : ℕ => 2 * a / ((n : ℝ) ^ 2 + a ^ 2))
      (π * coth (π * a) - 1 / a + ∑ i ∈ Finset.range 1, 2 * a / (((i : ℕ) : ℝ) ^ 2 + a ^ 2)) :=
    (hasSum_nat_add_iff (f := fun n : ℕ => 2 * a / ((n : ℝ) ^ 2 + a ^ 2)) 1).mp
      (by simpa only [Nat.cast_add, Nat.cast_one] using h)
  have e : 2 * a / (((0 : ℕ) : ℝ) ^ 2 + a ^ 2) = 2 / a := by
    rw [Nat.cast_zero, div_eq_div_iff (by positivity : (0 : ℝ) < 0 ^ 2 + a ^ 2).ne' ha.ne']
    ring
  rw [Finset.sum_range_one, e] at h0
  have h1 : HasSum (fun n : ℕ => 2 * a / (((n : ℤ) : ℝ) ^ 2 + a ^ 2))
      (π * coth (π * a) - 1 / a + 2 / a) := by
    simpa only [Int.cast_natCast] using h0
  have h2 : HasSum (fun n : ℕ => 2 * a / (((-((n : ℤ) + 1) : ℤ) : ℝ) ^ 2 + a ^ 2))
      (π * coth (π * a) - 1 / a) := by
    simpa only [Int.cast_neg, Int.cast_add, Int.cast_natCast, Int.cast_one, neg_sq] using h
  have h3 := HasSum.of_nat_of_neg_add_one
    (f := fun n : ℤ => 2 * a / ((n : ℝ) ^ 2 + a ^ 2)) h1 h2
  convert h3 using 1
  ring

/-- For `β, w > 0` the factor `1 + 2 n_B` equals `coth(βw/2)`. -/
theorem one_add_two_bose {β w : ℝ} (hβ : 0 < β) (hw : 0 < w) :
    1 + 2 * bose β w = coth (β * w / 2) := by
  have hx : 0 < β * w / 2 := by positivity
  have hE : Real.exp (β * w) = Real.exp (β * w / 2) ^ 2 := by
    rw [sq, ← Real.exp_add]; congr 1; ring
  have h1 : 1 < Real.exp (β * w / 2) := by linarith [Real.add_one_le_exp (β * w / 2)]
  rw [coth, eq_div_iff (Real.sinh_pos_iff.mpr hx).ne', Real.cosh_eq, Real.sinh_eq,
    Real.exp_neg, bose, hE]
  generalize Real.exp (β * w / 2) = E at h1 ⊢
  have hu : 1 / (E ^ 2 - 1) * (E ^ 2 - 1) = 1 := one_div_mul_cancel (by nlinarith)
  have hF : E * E⁻¹ = 1 := mul_inv_cancel₀ (by linarith)
  linear_combination E⁻¹ * hu - 1 / (E ^ 2 - 1) * E * hF

/-- For `β, w > 0` the kernel `2w/(ν_n² + w²)` sums to `β (1 + 2 n_B)` over all bosonic
Matsubara frequencies. -/
theorem hasSum_pairKernel {β w : ℝ} (hβ : 0 < β) (hw : 0 < w) :
    HasSum (fun n : ℤ => pairKernel w (matsubara β n)) (β * (1 + 2 * bose β w)) := by
  have hπ := Real.pi_pos
  have hπ' := hπ.ne'
  have hβ' := hβ.ne'
  -- rescale with a = βw/(2π)
  have h := (lorentz_sum_int (a := β * w / (2 * π)) (by positivity)).mul_left (β / (2 * π))
  have e : π * (β * w / (2 * π)) = β * w / 2 := by field_simp
  rw [e, ← one_add_two_bose hβ hw] at h
  have ef : (fun n : ℤ => pairKernel w (matsubara β n)) = fun n : ℤ =>
      β / (2 * π) * (2 * (β * w / (2 * π)) / ((n : ℝ) ^ 2 + (β * w / (2 * π)) ^ 2)) := by
    funext n
    have p1 : 0 < (2 * π * n / β) ^ 2 + w ^ 2 := by positivity
    have p2 : 0 < 2 * π * ((n : ℝ) ^ 2 + (β * w / (2 * π)) ^ 2) := by positivity
    rw [pairKernel, matsubara, div_mul_div_comm β, div_eq_div_iff p1.ne' p2.ne']
    field_simp
  have ev : β * (1 + 2 * bose β w) = β / (2 * π) * (2 * π * (1 + 2 * bose β w)) := by
    field_simp
  rw [ef, ev]
  exact h

/-- For `β, w > 0` the series of `2w/(ν_n² + w²)` over all integers is summable and `1/β` times
its sum is `1 + 2/(exp(βw) - 1)`. -/
theorem matsubara_sum_pole_pair {β w : ℝ} (hβ : 0 < β) (hw : 0 < w) :
    Summable (fun n : ℤ => pairKernel w (matsubara β n)) ∧
      1 / β * ∑' n : ℤ, pairKernel w (matsubara β n) = 1 + 2 / (Real.exp (β * w) - 1) := by
  refine ⟨(hasSum_pairKernel hβ hw).summable, ?_⟩
  rw [(hasSum_pairKernel hβ hw).tsum_eq, ← mul_assoc, one_div_mul_cancel hβ.ne', bose]
  ring

/-- For `β, w > 0` the Boltzmann average of `2k + 1` over the levels `k w` equals `1/β` times the
Matsubara sum of `2w/(ν_n² + w²)`. -/
theorem thermalDisplacement_eq {β w : ℝ} (hβ : 0 < β) (hw : 0 < w) :
    thermalDisplacement β w = 1 / β * ∑' n : ℤ, pairKernel w (matsubara β n) := by
  rw [(matsubara_sum_pole_pair hβ hw).2]
  have hx : 0 < β * w := mul_pos hβ hw
  obtain ⟨q, hq⟩ : ∃ q, q = Real.exp (-(β * w)) := ⟨_, rfl⟩
  have hq0 : 0 < q := by rw [hq]; exact Real.exp_pos _
  have hE : 1 < Real.exp (β * w) := by linarith [Real.add_one_le_exp (β * w)]
  have hqE : q * Real.exp (β * w) = 1 := by rw [hq, ← Real.exp_add]; simp
  have hq1 : q < 1 := by nlinarith
  have hk : ∀ k : ℕ, Real.exp (-(β * (w * k))) = q ^ k := by
    intro k; rw [hq, ← Real.exp_nat_mul]; congr 1; ring
  -- geometric series for the partition function and the first moment
  have h0 := hasSum_geometric_of_lt_one hq0.le hq1
  have h1 := hasSum_coe_mul_geometric_of_norm_lt_one (r := q)
    (by rw [Real.norm_eq_abs, abs_of_pos hq0]; exact hq1)
  have h2 : HasSum (fun k : ℕ => (2 * (k : ℝ) + 1) * q ^ k)
      (2 * (q / (1 - q) ^ 2) + (1 - q)⁻¹) := by
    have ef : (fun k : ℕ => (2 * (k : ℝ) + 1) * q ^ k) =
        fun k : ℕ => 2 * ((k : ℝ) * q ^ k) + q ^ k := by
      funext k
      ring
    rw [ef]
    exact (h1.mul_left 2).add h0
  have hd : 1 - q ≠ 0 := by linarith
  have hb : 2 / (Real.exp (β * w) - 1) = 2 * q / (1 - q) := by
    rw [div_eq_div_iff (sub_pos.mpr hE).ne' hd]
    linear_combination (-2) * hqE
  simp only [thermalDisplacement, hk]
  rw [h2.tsum_eq, h0.tsum_eq, hb]
  field_simp
  ring

/-- For `β > 0` and finitely many modes of positive frequency, `-1/β` times the Lehmann sum at `i
ν_n` sums over all integers `n` to the weighted sum of the factors `1 + 2 n_B`. -/
theorem hasSum_lehmannGreen {ι : Type*} (s : Finset ι) (g w : ι → ℝ) {β : ℝ} (hβ : 0 < β)
    (hw : ∀ j ∈ s, 0 < w j) :
    HasSum (fun n : ℤ => -(1 / (β : ℂ)) * lehmannGreen s g w (I * (matsubara β n : ℝ)))
      ((∑ j ∈ s, g j * (1 + 2 * bose β (w j)) : ℝ) : ℂ) := by
  have h : HasSum (fun n : ℤ => ∑ j ∈ s, g j / β * pairKernel (w j) (matsubara β n))
      (∑ j ∈ s, g j * (1 + 2 * bose β (w j))) := by
    refine hasSum_sum fun j hj => ?_
    have ev : g j * (1 + 2 * bose β (w j)) = g j / β * (β * (1 + 2 * bose β (w j))) := by
      rw [← mul_assoc, div_mul_cancel₀ _ hβ.ne']
    rw [ev]
    exact (hasSum_pairKernel hβ (hw j hj)).mul_left (g j / β)
  have hc : HasSum
      (fun n : ℤ => ((∑ j ∈ s, g j / β * pairKernel (w j) (matsubara β n) : ℝ) : ℂ))
      ((∑ j ∈ s, g j * (1 + 2 * bose β (w j)) : ℝ) : ℂ) := Complex.ofRealCLM.hasSum h
  convert hc using 1
  funext n
  rw [lehmannGreen, Finset.mul_sum, Complex.ofReal_sum]
  refine Finset.sum_congr rfl fun j hj => ?_
  rw [phononGreen_imag (hw j hj)]
  push_cast
  ring

/-- For `β, w > 0` the factor `1 + 2 n_B` is at least `2/(βw)`. -/
theorem static_term_le {β w : ℝ} (hβ : 0 < β) (hw : 0 < w) :
    2 / (β * w) ≤ 1 + 2 * bose β w := by
  -- keep only the n = 0 term of the Matsubara sum
  have h : pairKernel w (matsubara β 0) ≤ β * (1 + 2 * bose β w) :=
    le_hasSum (hasSum_pairKernel hβ hw) 0 fun n _ => by unfold pairKernel; positivity
  have e0 : matsubara β 0 = 0 := by simp [matsubara]
  have e : pairKernel w 0 = 2 / w := by
    rw [pairKernel, div_eq_div_iff (by positivity : (0 : ℝ) < 0 ^ 2 + w ^ 2).ne' hw.ne']
    ring
  rw [e0, e, div_le_iff₀ hw] at h
  rw [div_le_iff₀ (mul_pos hβ hw)]
  calc (2 : ℝ) ≤ β * (1 + 2 * bose β w) * w := h
    _ = (1 + 2 * bose β w) * (β * w) := by ring

end

end PhononPoleSum
```

```lean
#print axioms PhononPoleSum.matsubara_sum_pole_pair
#print axioms PhononPoleSum.thermalDisplacement_eq
#print axioms PhononPoleSum.hasSum_lehmannGreen
#print axioms PhononPoleSum.static_term_le
```

```
'PhononPoleSum.matsubara_sum_pole_pair' depends on axioms: [propext, Classical.choice, Quot.sound]
'PhononPoleSum.thermalDisplacement_eq' depends on axioms: [propext, Classical.choice, Quot.sound]
'PhononPoleSum.hasSum_lehmannGreen' depends on axioms: [propext, Classical.choice, Quot.sound]
'PhononPoleSum.static_term_le' depends on axioms: [propext, Classical.choice, Quot.sound]
```

### How the tactics follow the algebra

`phononGreen_imag` shows that both denominators are nonzero by taking real parts, which are $-w$ and $w$. The product $(iv-w)(iv+w)$ is `hp`, obtained by `linear_combination` from `Complex.I_sq`, and `div_sub_div` forms the common fraction.

`lorentz_sum_nat` carries the analysis. Its first half is the comparison: `hb` bounds each term by $2a/(n+1)^2$, and `Summable.of_nonneg_of_le` yields a real sum `S` whose value is still unknown. The second half identifies `S`. `hx` says that $ia$ is not an integer because its imaginary part is $a>0$, which is the condition of Mathlib's cotangent series `cot_series_rep'`; that series is used as an already proved theorem. `hterm` rewrites each bracket as $-i$ times the real term, `hc` moves the real sum into $\mathbb C$, and `Complex.cos_mul_I` with `Complex.sin_mul_I` turn the cotangent into hyperbolic functions. In `hval`, `mul_left_cancel₀` cancels the factor $-i$.

`lorentz_sum_int` adds the term $2/a$ with `hasSum_nat_add_iff`, so that `h1` covers $n\ge0$. `h2` covers the integers $-(n+1)$ through `neg_sq`, and `HasSum.of_nat_of_neg_add_one` joins the two halves. `one_add_two_bose` abstracts $e^{\beta w/2}$ to a number `E` with $E>1$ and closes the rational identity from $\frac{1}{E^2-1}(E^2-1)=1$ and $E\,E^{-1}=1$.

`hasSum_pairKernel` is the rescaling: it multiplies `lorentz_sum_int` at $a=\beta w/(2\pi)$ by $\beta/(2\pi)$, and `ef` is the termwise identity. The main theorem reads off summability and the value, then divides by $\beta$.

In `thermalDisplacement_eq`, `hk` writes each Boltzmann weight as `q ^ k`, while `h0` and `h1` are the two geometric series and `h2` is their combination for $(2k+1)q^k$. Convergence of both Boltzmann sums is established there, inside the proof, and is not a separate clause of the statement. `hb` is $2/(e^{\beta w}-1)=2q/(1-q)$. `hasSum_lehmannGreen` adds the single-mode results with `hasSum_sum` and matches terms by `phononGreen_imag`. `static_term_le` applies `le_hasSum` at the index `0`, using that the other terms are nonnegative.

### A mode with negative frequency

Take $\beta=1$ and $w=-\ln2$, so that $0<w$ fails. This is a real negative number put into the formulas, not an unstable phonon: an unstable phonon has $w^2<0$ and so an imaginary frequency, which phonon codes often print with a minus sign, and nothing below applies to it. Then $e^{\beta w}=1/2$, $n_B=-2$ and $1+2n_B=-3$. The lower bound is false, because $2/(\beta w)=-2/\ln2\approx-2.89$ lies above $-3$; the terms are now negative and the inequality turns around. The thermal reading fails too: the Boltzmann weights are $2^k$, both sums diverge, and no average of the positive numbers $2k+1$ could equal $-3$. The bare summation formula survives this example, since the kernel and $\coth(\beta w/2)$ are both odd in $w$, and its real obstruction is $w=0$, where the static term $2/w$ and $n_B$ both blow up. This example and the oddness argument are ordinary arithmetic done here, not theorems in the file.
